# The fraction of a pairwise atom–surface attraction lost to a distance cutoff

An atom sits at height `z` above a half-space filled uniformly with matter of unit density, and the attraction is the sum of pair terms `1 / s ^ (k + 3)` over all the matter, where `s` is the distance from the atom and `k` is a positive integer. The theorem `lostFraction_eq` says that if pairs farther apart than `r` are dropped, with `0 < z ≤ r`, the fraction of the attraction lost is exactly `(k + 1) x ^ k - k x ^ (k + 1)`, where `x = z / r`. The proof unfolds the fraction as a quotient, puts in the closed forms already proved for the attraction from beyond `r` and for the full attraction, and writes the powers of `z / r` as quotients of powers. It then leaves the remaining algebra to `field_simp`.

This version doesn't compile in Lean 4 with Mathlib:

```lean
import Mathlib

open Real Set MeasureTheory Filter Topology

namespace LostFractionEq

noncomputable section

/-- Area of the part of a sphere of radius `s` around the atom that lies inside a half-space
at distance `z`, as an integral over the polar angle; the domain is `0 ≤ z ≤ s`, `0 < s`. -/
def capArea (z s : ℝ) : ℝ :=
  ∫ θ in (0 : ℝ)..arccos (z / s), 2 * π * s ^ 2 * sin θ

/-- Strength of the attraction between the atom at height `z` and all matter of the half-space
farther than `r` from it, for the pair attraction `1 / s ^ (k + 3)` and unit density;
the domain is `0 ≤ z ≤ r`, `0 < r`, `0 < k`. -/
def attractionBeyond (k : ℕ) (z r : ℝ) : ℝ :=
  ∫ s in Ioi r, capArea z s / s ^ (k + 3)

/-- Fraction of the full atom-surface attraction that is lost when pairs farther apart than `r`
are dropped; the domain is `0 < z ≤ r`, `0 < k`. -/
def lostFraction (k : ℕ) (z r : ℝ) : ℝ :=
  attractionBeyond k z r / attractionBeyond k z z

/-- For `0 ≤ z ≤ s` and `0 < s`, the spherical cap inside the half-space has
area `2 π s (s - z)`. -/
theorem capArea_eq {z s : ℝ} (hz : 0 ≤ z) (hzs : z ≤ s) (hs : 0 < s) :
    capArea z s = 2 * π * s * (s - z) := by
  have h0 : 0 ≤ z / s := div_nonneg hz hs.le
  have h1 : z / s ≤ 1 := (div_le_one hs).mpr hzs
  have h2 : s ^ 2 * (z / s) = s * z := by field_simp
  unfold capArea
  rw [intervalIntegral.integral_const_mul, integral_sin, cos_zero,
    cos_arccos (by linarith) h1]
  linear_combination (-2 * π) * h2

/-- Away from the origin, the inverse power `1 / s ^ n` has slope `-n / s ^ (n + 1)`. -/
theorem hasDerivAt_inv_pow (n : ℕ) {s : ℝ} (hs : s ≠ 0) :
    HasDerivAt (fun t : ℝ => (t ^ n)⁻¹) (-(n : ℝ) / s ^ (n + 1)) s := by
  cases n with
  | zero => simpa using hasDerivAt_const s (1 : ℝ)
  | succ m =>
    have h : HasDerivAt (fun t : ℝ => (t ^ (m + 1))⁻¹) _ s :=
      HasDerivAt.inv (hasDerivAt_pow (m + 1) s) (pow_ne_zero _ hs)
    refine h.congr_deriv ?_
    rw [Nat.add_sub_cancel,
      div_eq_div_iff (pow_ne_zero _ (pow_ne_zero _ hs)) (pow_ne_zero _ hs)]
    ring

/-- Closed form of the attraction from beyond the cutoff, for `0 < k`, `0 ≤ z ≤ r`
and `0 < r`. -/
theorem attractionBeyond_eq {k : ℕ} (hk : 0 < k) {z r : ℝ} (hz : 0 ≤ z) (hzr : z ≤ r)
    (hr : 0 < r) :
    attractionBeyond k z r =
      2 * π * (1 / (k * r ^ k) - z / ((k + 1) * r ^ (k + 1))) := by
  have hk0 : (k : ℝ) ≠ 0 := by positivity
  have hk1 : (k : ℝ) + 1 ≠ 0 := by positivity
  -- insert the cap area
  have hcap : attractionBeyond k z r =
      ∫ s in Ioi r, 2 * π * s * (s - z) / s ^ (k + 3) := by
    refine setIntegral_congr_fun measurableSet_Ioi fun s hs => ?_
    have hs' : r < s := hs
    simp only [capArea_eq hz (hzr.trans hs'.le) (hr.trans hs')]
  -- an antiderivative of the radial integrand
  have hderiv : ∀ t ∈ Ici r, HasDerivAt
      (fun t : ℝ => 2 * π * (z / (k + 1) * (t ^ (k + 1))⁻¹ - 1 / k * (t ^ k)⁻¹))
      (2 * π * t * (t - z) / t ^ (k + 3)) t := by
    intro t ht
    have ht0 : t ≠ 0 := (hr.trans_le ht).ne'
    refine ((((hasDerivAt_inv_pow (k + 1) ht0).const_mul (z / ((k : ℝ) + 1))).fun_sub
      ((hasDerivAt_inv_pow k ht0).const_mul (1 / (k : ℝ)))).const_mul (2 * π)).congr_deriv ?_
    push_cast
    field_simp
    ring
  have hpos : ∀ t ∈ Ioi r, 0 ≤ 2 * π * t * (t - z) / t ^ (k + 3) := by
    intro t ht
    have ht' : r < t := ht
    have h0 : 0 < t := hr.trans ht'
    have h1 : 0 ≤ t - z := by linarith
    positivity
  -- it vanishes at infinity
  have hinv : ∀ n : ℕ, n ≠ 0 → Tendsto (fun t : ℝ => (t ^ n)⁻¹) atTop (𝓝 0) :=
    fun n hn => (tendsto_pow_atTop hn).inv_tendsto_atTop
  have hlim := (((hinv (k + 1) (by omega)).const_mul (z / ((k : ℝ) + 1))).sub
    ((hinv k (by omega)).const_mul (1 / (k : ℝ)))).const_mul (2 * π)
  rw [hcap, integral_Ioi_of_hasDerivAt_of_nonneg' hderiv hpos hlim]
  simp only [div_eq_mul_inv, mul_inv]
  ring

/-- For `0 < k` and `0 < z`, the full attraction of the half-space
is `2 π / (k (k + 1) z ^ k)`. -/
theorem full_attraction {k : ℕ} (hk : 0 < k) {z : ℝ} (hz : 0 < z) :
    attractionBeyond k z z = 2 * π / (k * (k + 1) * z ^ k) := by
  have hk0 : (k : ℝ) ≠ 0 := by positivity
  have hk1 : (k : ℝ) + 1 ≠ 0 := by positivity
  rw [attractionBeyond_eq hk hz.le le_rfl hz, pow_succ]
  field_simp
  ring

/-- For the pair attraction `1 / s ^ (k + 3)` with `0 < k`, and `0 < z ≤ r`, the cutoff loses
exactly the fraction `(k + 1) x ^ k - k x ^ (k + 1)` of the attraction, where `x = z / r`. -/
theorem lostFraction_eq {k : ℕ} (hk : 0 < k) {z r : ℝ} (hz : 0 < z) (hzr : z ≤ r) :
    lostFraction k z r = (k + 1) * (z / r) ^ k - k * (z / r) ^ (k + 1) := by
  have hr : 0 < r := hz.trans_le hzr
  have hk0 : (k : ℝ) ≠ 0 := by positivity
  have hk1 : (k : ℝ) + 1 ≠ 0 := by positivity
  unfold lostFraction
  rw [full_attraction hk hz, attractionBeyond_eq hk hz.le hzr hr, div_pow, div_pow]
  field_simp

end

end LostFractionEq
```

Messages:

```
Main.lean:103:74: error: unsolved goals
k : ℕ
hk : 0 < k
z r : ℝ
hz : 0 < z
hzr : z ≤ r
hr : 0 < r
hk0 : ↑k ≠ 0
hk1 : ↑k + 1 ≠ 0
⊢ ((↑k + 1) * r ^ (k + 1) - ↑k * r ^ k * z) * z ^ k = (↑k + 1) * r ^ (k + 1) * z ^ k - ↑k * r ^ k * z ^ (k + 1)
```

What went wrong. The error `unsolved goals` means that the proof ended with something still to prove. Here `field_simp` has done its main job, since the goal it leaves has no fractions in it, but the two sides are still written differently. On the left a difference is multiplied as a whole by `z ^ k`, while on the right the product is already multiplied out, with `z ^ (k + 1)` in the last term.

The two sides are equal: multiply out the left and use `z * z ^ k = z ^ (k + 1)`. In this proof `field_simp` did not take that step, and no tactic came after it to do so.

The repair adds `ring` after `field_simp`. `ring` proves identities that follow from the laws of commutative rings, and it can handle exponents containing a variable, such as `k + 1`. It brings both sides to the same form, which closes the goal.

Lean accepts the file once it reads:

```diff
@@ -108,4 +108,5 @@
   rw [full_attraction hk hz, attractionBeyond_eq hk hz.le hzr hr, div_pow, div_pow]
   field_simp
+  ring
 
 end
```
